# Trace Bounds on the Squared Real and Imaginary Parts of Finite-Level Resonances

An open quantum system with n levels decays into its surroundings, and its resonance energies are taken here to be the roots of the characteristic polynomial of one constant n×n matrix, each counted with its algebraic multiplicity. Counting eigenvectors would not do: a non-Hermitian matrix can have fewer than n independent ones, and a sum over them would then miss resonances.

The matrix is H − (I/2) Γ, where I is the imaginary unit and H and Γ are Hermitian matrices, H for the energies and couplings of the levels and Γ for their decay widths. If x₀, …, xₙ₋₁ are the resonances, the result is

Σᵢ (Re xᵢ)² ≤ Tr H²,  Σᵢ (Im xᵢ)² ≤ Tr Γ² / 4.

The real part of a resonance is its position and the imaginary part is minus half its width. The imaginary unit is written I, as in Lean's `Complex.I`, which leaves i free as an index; the comments in the code write it as i. The dagger † is Lean's `ᴴ`, the conjugate transpose. Indices run over `Fin n`, from 0 to n − 1, and n is arbitrary.

```lean
import Mathlib

open Matrix

namespace ResonanceSumRules

variable {n : ℕ}
```

## The effective Hamiltonian and its resonances

The levels evolve under

A = H − (I/2) Γ.

Γ is measured in energy units, or equivalently ħ = 1 and Γ contains rates.

```lean
/-- The effective Hamiltonian `H - i Γ / 2` of an open system. -/
noncomputable def effectiveHamiltonian (H Γ : Matrix (Fin n) (Fin n) ℂ) :
    Matrix (Fin n) (Fin n) ℂ := H - (Complex.I / 2) • Γ
```

The resonances solve det(x − A) = 0, with repeated solutions kept.

```lean
/-- The complex resonance energies: the eigenvalues of `H - i Γ / 2`, counted with algebraic
multiplicity. -/
noncomputable def resonances (H Γ : Matrix (Fin n) (Fin n) ℂ) : Multiset ℂ :=
  (effectiveHamiltonian H Γ).charpoly.roots
```

The type `Multiset ℂ` is an unordered list in which a value may occur several times, so a double resonance enters every sum twice.

The physical step left to the user is the identification of these roots with the poles of a scattering matrix. In a real scattering problem H and Γ generally depend on energy, and the identification needs that dependence to be negligible. For non-interacting electrons in a finite quantum dot or molecule, described in an orthonormal basis and with an energy-independent self-energy from the leads whose Hermitian part is included in H, the bounds limit the level positions and broadenings through two traces that need no diagonalization.

## An orthonormal basis in which A is triangular

For every complex square matrix A there is a unitary U such that U†AU has only zeros below the diagonal. The argument is by induction on the size. At size 0 there is nothing to show.

At size n + 1, take an eigenvector w ≠ 0 with Aw = cw, normalize it, and extend it to an orthonormal basis b₀, …, bₙ with b₀ = w/‖w‖. Let V be the matrix with these columns, so V†V = 1, and put B = V†AV. Since the first column of AV is c times the first column of V,

Bᵢ₀ = c (V†V)ᵢ₀ = 0 for i > 0.

Hence B has the block form

B = [ c  * ; 0  B′ ],

where B′ is n×n. By the induction hypothesis some unitary U makes U†B′U upper triangular. With W = [ 1  0 ; 0  U ],

(VW)†A(VW) = W†BW = [ c  * ; 0  U†B′U ],

which is upper triangular, and VW is unitary.

```lean
/-- Every complex square matrix becomes upper triangular in a suitable orthonormal basis. -/
theorem exists_triangular_basis (n : ℕ) : ∀ A : Matrix (Fin n) (Fin n) ℂ,
    ∃ U : Matrix (Fin n) (Fin n) ℂ, Uᴴ * U = 1 ∧ ∀ i j, j < i → (Uᴴ * A * U) i j = 0 := by
  induction n with
  | zero => exact fun A => ⟨1, by simp, fun i => i.elim0⟩
  | succ n ih =>
    intro A
    -- a normalized eigenvector, extended to an orthonormal basis
    obtain ⟨c, hc⟩ := Module.End.exists_eigenvalue (Matrix.toLin' A)
    obtain ⟨v, hv⟩ := hc.exists_hasEigenvector
    obtain ⟨w, hw, hAw⟩ : ∃ w : EuclideanSpace ℂ (Fin (n + 1)),
        w ≠ 0 ∧ A *ᵥ w.ofLp = c • w.ofLp :=
      ⟨WithLp.toLp 2 v, fun h => hv.2 (congrArg WithLp.ofLp h),
        by simpa [Matrix.toLin'_apply] using hv.apply_eq_smul⟩
    obtain ⟨r, hr⟩ : ∃ r : ℂ, ‖r • w‖ = 1 := ⟨_, norm_smul_inv_norm (𝕜 := ℂ) hw⟩
    have ho : Orthonormal ℂ (({0} : Set (Fin (n + 1))).domRestrict (fun _ => r • w)) :=
      ⟨fun _ => hr, fun i j hij => absurd (Subsingleton.elim i j) hij⟩
    obtain ⟨b, hb⟩ := ho.exists_orthonormalBasis_extension_of_card_eq (by simp)
    have hb0 : (b 0).ofLp = r • w.ofLp := by rw [hb 0 rfl]; rfl
    have hAb : A *ᵥ (b 0).ofLp = c • (b 0).ofLp := by
      rw [hb0, Matrix.mulVec_smul, hAw, smul_comm]
    obtain ⟨V, hVb⟩ : ∃ V : Matrix (Fin (n + 1)) (Fin (n + 1)) ℂ,
      ∀ i j, V i j = (b j).ofLp i := ⟨Matrix.of fun i j => (b j).ofLp i, fun _ _ => rfl⟩
    have hV : Vᴴ * V = 1 := by
      ext i j
      rw [Matrix.one_apply, ← orthonormal_iff_ite.1 b.orthonormal i j, PiLp.inner_apply,
        Matrix.mul_apply]
      exact Finset.sum_congr rfl fun k _ => by simp [hVb, RCLike.inner_apply, mul_comm]
    have h1 : ∀ k, (A * V) k 0 = c * V k 0 := fun k => by
      simpa [Matrix.mul_apply, Matrix.mulVec, dotProduct, hVb] using congrFun hAb k
    obtain ⟨B, hB⟩ : ∃ B, B = Vᴴ * A * V := ⟨_, rfl⟩
    have hB0 : ∀ i : Fin n, B i.succ 0 = 0 := fun i => by
      calc B i.succ 0 = c * (Vᴴ * V) i.succ 0 := by
            rw [hB, Matrix.mul_assoc, Matrix.mul_apply, Matrix.mul_apply, Finset.mul_sum]
            exact Finset.sum_congr rfl fun k _ => by rw [h1]; ring
        _ = 0 := by rw [hV, Matrix.one_apply_ne (Fin.succ_ne_zero i), mul_zero]
    -- the remaining block is triangularized by the induction hypothesis
    obtain ⟨U, hU, ht⟩ := ih (B.submatrix Fin.succ Fin.succ)
    obtain ⟨W, h00, h0s, hs0, hss⟩ : ∃ W : Matrix (Fin (n + 1)) (Fin (n + 1)) ℂ,
        W 0 0 = 1 ∧ (∀ j : Fin n, W 0 j.succ = 0) ∧ (∀ i : Fin n, W i.succ 0 = 0) ∧
        ∀ i j : Fin n, W i.succ j.succ = U i j :=
      ⟨Matrix.of fun i j => Fin.cases (motive := fun _ => ℂ)
        (Fin.cases (motive := fun _ => ℂ) 1 (fun _ => 0) j)
        (fun i' => Fin.cases (motive := fun _ => ℂ) 0 (fun j' => U i' j') j) i,
        rfl, fun _ => rfl, fun _ => rfl, fun _ _ => rfl⟩
    have hW : Wᴴ * W = 1 := by
      ext i j
      obtain rfl | ⟨i, rfl⟩ := Fin.eq_zero_or_eq_succ i <;>
        obtain rfl | ⟨j, rfl⟩ := Fin.eq_zero_or_eq_succ j
      · simp [Matrix.mul_apply, Fin.sum_univ_succ, h00, hs0]
      · rw [Matrix.one_apply_ne (Fin.succ_ne_zero j).symm]
        simp [Matrix.mul_apply, Fin.sum_univ_succ, h0s, hs0]
      · rw [Matrix.one_apply_ne (Fin.succ_ne_zero i)]
        simp [Matrix.mul_apply, Fin.sum_univ_succ, h0s, hs0]
      · simpa [Matrix.mul_apply, Fin.sum_univ_succ, h0s, hss, Matrix.one_apply] using
          congrFun (congrFun hU i) j
    refine ⟨V * W, ?_, fun i j hij => ?_⟩
    · calc (V * W)ᴴ * (V * W) = Wᴴ * ((Vᴴ * V) * W) := by
            simp only [Matrix.conjTranspose_mul, Matrix.mul_assoc]
        _ = 1 := by rw [hV, Matrix.one_mul, hW]
    · have e : (V * W)ᴴ * A * (V * W) = Wᴴ * (B * W) := by
        simp only [hB, Matrix.conjTranspose_mul, Matrix.mul_assoc]
      rw [e]
      obtain rfl | ⟨i, rfl⟩ := Fin.eq_zero_or_eq_succ i
      · exact absurd hij (by simp)
      obtain rfl | ⟨j, rfl⟩ := Fin.eq_zero_or_eq_succ j
      · simp [Matrix.mul_apply, Fin.sum_univ_succ, h0s, hs0, h00, hB0]
      · have h := ht i j (Fin.succ_lt_succ_iff.1 hij)
        rw [Matrix.mul_assoc] at h
        simpa [Matrix.mul_apply, Fin.sum_univ_succ, h0s, hss] using h
```

In the statement, `Uᴴ * U = 1` says that the columns of U are orthonormal, and `j < i` selects the entries below the diagonal. The eigenvector comes from `Module.End.exists_eigenvalue`, and the scalar `r` normalizes it. The facts `hV` and `hB0` are V†V = 1 and the vanishing of the first column of B below its top entry. The matrix `W` is specified by its four blocks, and the case splits into zero and successor indices carry out the block multiplication.

## Resonances on the diagonal

Put T = U†AU. Since UU† = 1 and the characteristic polynomial of a product of two square matrices does not depend on their order,

det(X − A) = det(X − T).

The determinant of a triangular matrix is the product of its diagonal entries, so

det(X − T) = Πᵢ (X − Tᵢᵢ).

The roots, with multiplicity, are therefore the numbers Tᵢᵢ.

```lean
/-- In a suitable orthonormal basis the diagonal elements of `A` are its eigenvalues, listed with
algebraic multiplicity. -/
theorem exists_eigenvalue_diagonal (A : Matrix (Fin n) (Fin n) ℂ) :
    ∃ U : Matrix (Fin n) (Fin n) ℂ, Uᴴ * U = 1 ∧
      A.charpoly.roots = Finset.univ.val.map (fun i => (Uᴴ * A * U) i i) := by
  obtain ⟨U, hU, ht⟩ := exists_triangular_basis n A
  refine ⟨U, hU, ?_⟩
  have hc : A.charpoly = (Uᴴ * A * U).charpoly := by
    rw [Matrix.charpoly_mul_comm, ← Matrix.mul_assoc, mul_eq_one_comm.1 hU, Matrix.one_mul]
  rw [hc]
  generalize Uᴴ * A * U = T at ht
  have hd : T.charpoly = ∏ i, (Polynomial.X - Polynomial.C (T i i)) := by
    rw [Matrix.charpoly, Matrix.det_of_isUpperTriangular]
    · exact Finset.prod_congr rfl fun i _ => by simp
    · intro i j hij
      have hij' : j < i := hij
      simp [hij'.ne', ht i j hij']
  have h := Polynomial.roots_multiset_prod_X_sub_C (Finset.univ.val.map (fun i => T i i))
  rw [Multiset.map_map] at h
  rw [hd]
  exact h
```

The equality in the statement is one of multisets, so it includes the multiplicities. In the proof, `hc` is the invariance of the characteristic polynomial and `hd` is the product formula. The columns of U are in general not eigenvectors of A; only the diagonal entries are needed.

## Expectation values of a Hermitian matrix

Let M be Hermitian, U unitary, and N = U†MU. The entry Nᵢᵢ is the expectation value of M in the i-th column of U. Since N† = N, it is real. The trace is cyclic, so

Tr M² = Tr N² = Σᵢ Σₖ Nᵢₖ Nₖᵢ = Σᵢ Σₖ |Nᵢₖ|².

Keeping only the terms with k = i leaves out non-negative numbers:

Σᵢ Nᵢᵢ² ≤ Tr M².

```lean
/-- In any orthonormal basis the expectation values of a Hermitian `M` are real, and their squares
sum to at most `Tr M²`. -/
theorem expectation_values {M U : Matrix (Fin n) (Fin n) ℂ} (hM : M.IsHermitian)
    (hU : Uᴴ * U = 1) : (∀ i, ((Uᴴ * M * U) i i).im = 0) ∧
      ∑ i, ((Uᴴ * M * U) i i).re ^ 2 ≤ (M * M).trace.re := by
  have hU' : U * Uᴴ = 1 := mul_eq_one_comm.1 hU
  have ht : ((Uᴴ * M * U) * (Uᴴ * M * U)).trace = (M * M).trace := by
    calc _ = (Uᴴ * (M * (U * Uᴴ) * M * U)).trace := by simp only [Matrix.mul_assoc]
      _ = _ := by rw [hU', Matrix.mul_one, Matrix.trace_mul_comm, Matrix.mul_assoc (M * M),
                    hU', Matrix.mul_one]
  have hN : (Uᴴ * M * U)ᴴ = Uᴴ * M * U := by
    simp only [Matrix.conjTranspose_mul, Matrix.conjTranspose_conjTranspose, hM.eq,
      Matrix.mul_assoc]
  rw [← ht]
  generalize Uᴴ * M * U = N at hN
  have hs : ∀ i k, star (N i k) = N k i := fun i k => congrFun (congrFun hN k) i
  refine ⟨fun i => Complex.conj_eq_iff_im.1 (hs i i), ?_⟩
  rw [Matrix.trace, Complex.re_sum]
  refine Finset.sum_le_sum fun i _ => ?_
  -- a diagonal element of `N²` is the squared length of a row of `N`
  have hrow : (N * N).diag i = ∑ k, ((Complex.normSq (N i k) : ℝ) : ℂ) := by
    rw [Matrix.diag_apply, Matrix.mul_apply]
    exact Finset.sum_congr rfl fun k _ => by rw [← hs i k]; exact Complex.mul_conj _
  rw [hrow, ← Complex.ofReal_sum, Complex.ofReal_re]
  calc (N i i).re ^ 2 ≤ Complex.normSq (N i i) := by
        rw [Complex.normSq_apply]; nlinarith [mul_self_nonneg (N i i).im]
    _ ≤ _ := Finset.single_le_sum (f := fun k => Complex.normSq (N i k))
        (fun k _ => Complex.normSq_nonneg _) (Finset.mem_univ i)
```

The trace is a complex number in Lean, and `.re` takes its real part. Nothing is lost, because the double sum above is real. The equation `ht` is the invariance of the trace, `hN` is the Hermiticity of N, and `hrow` writes a diagonal entry of N² as the squared length of a row. `Finset.single_le_sum` then keeps the one term k = i.

## The two bounds

Choose the U that makes A triangular and write hᵢ = (U†HU)ᵢᵢ and gᵢ = (U†ΓU)ᵢᵢ. Both are real by the previous step, and

xᵢ = (U†AU)ᵢᵢ = hᵢ − (I/2) gᵢ.

Therefore

Re xᵢ = hᵢ,  Im xᵢ = −gᵢ/2.

The inequality for expectation values, applied once to H and once to Γ, gives

Σᵢ (Re xᵢ)² = Σᵢ hᵢ² ≤ Tr H²,

Σᵢ (Im xᵢ)² = (1/4) Σᵢ gᵢ² ≤ Tr Γ² / 4.

```lean
/-- Resonance sum rules: for Hermitian `H` and `Γ`, the squared real parts of the eigenvalues of
`H - i Γ / 2` sum to at most `Tr H²`, and the squared imaginary parts to at most `Tr Γ² / 4`. -/
theorem resonance_sum_rules {H Γ : Matrix (Fin n) (Fin n) ℂ}
    (hH : H.IsHermitian) (hΓ : Γ.IsHermitian) :
    ((resonances H Γ).map (fun x => x.re ^ 2)).sum ≤ (H * H).trace.re ∧
    ((resonances H Γ).map (fun x => x.im ^ 2)).sum ≤ (Γ * Γ).trace.re / 4 := by
  obtain ⟨U, hU, hr⟩ := exists_eigenvalue_diagonal (effectiveHamiltonian H Γ)
  obtain ⟨iH, bH⟩ := expectation_values hH hU
  obtain ⟨iΓ, bΓ⟩ := expectation_values hΓ hU
  have hs : ∀ f : ℂ → ℝ, ((resonances H Γ).map f).sum
      = ∑ i, f ((Uᴴ * effectiveHamiltonian H Γ * U) i i) := fun f => by
    rw [resonances, hr, Multiset.map_map]; rfl
  have e : ∀ i, (Uᴴ * effectiveHamiltonian H Γ * U) i i
      = (Uᴴ * H * U) i i - Complex.I / 2 * (Uᴴ * Γ * U) i i := fun i => by
    simp only [effectiveHamiltonian, Matrix.mul_sub, Matrix.sub_mul, Matrix.mul_smul,
      Matrix.smul_mul, Matrix.sub_apply, Matrix.smul_apply, smul_eq_mul]
  have c1 : (Complex.I / 2).re = 0 := by simp
  have c2 : (Complex.I / 2).im = 1 / 2 := by simp
  -- `H` alone gives the real parts, `Γ` alone the imaginary parts
  have hre : ∀ i, ((Uᴴ * effectiveHamiltonian H Γ * U) i i).re = ((Uᴴ * H * U) i i).re :=
    fun i => by rw [e, Complex.sub_re, Complex.mul_re, iΓ, c1]; ring
  have him : ∀ i, ((Uᴴ * effectiveHamiltonian H Γ * U) i i).im
      = -((Uᴴ * Γ * U) i i).re / 2 :=
    fun i => by rw [e, Complex.sub_im, Complex.mul_im, iH, c1, c2]; ring
  refine ⟨by simpa only [hs, hre] using bH, ?_⟩
  simp only [hs, him]
  calc _ = (∑ i, ((Uᴴ * Γ * U) i i).re ^ 2) / 4 := by
        rw [Finset.sum_div]
        exact Finset.sum_congr rfl fun i _ => by ring
    _ ≤ _ := by linarith
```

The only hypotheses are `hH` and `hΓ`, the Hermiticity of the two matrices. A purely decaying system would also have Γ positive semidefinite, but this is not required, so levels with gain are included. The theorem's name speaks of sum rules, a term often reserved for equalities; here both relations are inequalities.

In the proof, `hs` turns a sum over the multiset of resonances into a sum over diagonal entries, and `e` splits such an entry into its H and Γ parts. The facts `hre` and `him` are the formulas for Re xᵢ and Im xᵢ. They use `iΓ` and `iH`, which say that the expectation values have no imaginary part, and the bounds `bH` and `bΓ` finish the argument.

## Two levels with a double resonance

Take two levels at energy 0 with coupling 1, the first of which decays with rate 4:

H = [ 0  1 ; 1  0 ],  Γ = [ 4  0 ; 0  0 ],  A = [ −2I  1 ; 1  0 ].

Then Tr A = −2I and det A = −1, so

det(X − A) = X² + 2I X − 1 = (X + I)².

Both resonances are −I. The squared real parts sum to 0, against Tr H² = 2, and the squared imaginary parts sum to 2, against Tr Γ²/4 = 16/4 = 4.

```lean
/-- Two levels, both at energy 0, with coupling 1 and decay rates 4 and 0, have the double resonance
`-i`, while `Tr H² = 2` and `Tr Γ² / 4 = 4`. -/
theorem exceptional_point :
    resonances !![0, 1; 1, 0] !![4, 0; 0, 0] = {-Complex.I, -Complex.I} ∧
    ((!![0, 1; 1, 0] : Matrix (Fin 2) (Fin 2) ℂ) * !![0, 1; 1, 0]).trace = 2 ∧
    ((!![4, 0; 0, 0] : Matrix (Fin 2) (Fin 2) ℂ) * !![4, 0; 0, 0]).trace / 4 = 4 := by
  refine ⟨?_, ?_, ?_⟩
  · have htr : (effectiveHamiltonian !![0, 1; 1, 0] !![4, 0; 0, 0]).trace
        = -Complex.I + -Complex.I := by
      simp [effectiveHamiltonian, Matrix.trace_fin_two]
      ring
    have hdet : (effectiveHamiltonian !![0, 1; 1, 0] !![4, 0; 0, 0]).det
        = -Complex.I * -Complex.I := by
      simp [effectiveHamiltonian, Matrix.det_fin_two]
    have h := Polynomial.roots_multiset_prod_X_sub_C ({-Complex.I, -Complex.I} : Multiset ℂ)
    rw [resonances, ← h, Matrix.charpoly_fin_two, htr, hdet]
    congr 1
    simp only [Multiset.insert_eq_cons, Multiset.map_cons, Multiset.map_singleton,
      Multiset.prod_cons, Multiset.prod_singleton]
    rw [Polynomial.C_add, Polynomial.C_mul]
    ring
  · simp [Matrix.trace_fin_two]
    norm_num
  · simp [Matrix.trace_fin_two]

end ResonanceSumRules
```

The theorem states the double root and the two trace values. Its name refers to the fact that A has only one eigenvector direction here, which follows by hand because A differs from −I times the identity matrix. In the proof, `htr` and `hdet` compute the trace and determinant, `Matrix.charpoly_fin_two` assembles the quadratic polynomial from them, and its factorization gives the roots.

```lean
#print axioms ResonanceSumRules.resonance_sum_rules
#print axioms ResonanceSumRules.exceptional_point
```

```
'ResonanceSumRules.resonance_sum_rules' depends on axioms: [propext, Classical.choice, Quot.sound]
'ResonanceSumRules.exceptional_point' depends on axioms: [propext, Classical.choice, Quot.sound]
```
